# The Mukherjee resolution of \(H\psi\) for a multireference coupled-cluster wave function

Let \(S\) be a set of reference determinants \(e_m\) in a finite orthonormal basis, \(H\) any complex matrix, \(T_m\) nilpotent matrices, and \(\psi=\sum_{m\in S}c_m e^{T_m}e_m\) with complex \(c_m\). Put \(Q=1-\sum_{m\in S}|e_m\rangle\langle e_m|\), \(\bar H_m=e^{-T_m}He^{T_m}\) and \(K_{ml}=\langle e_m,\bar H_l e_l\rangle\). Then
\[
H\psi=\sum_{m\in S}\Big[c_m\,e^{T_m}Q\bar H_m e_m+\sum_{l\in S}K_{ml}\,c_l\,e^{T_l}e_m\Big].
\]

## Physical setting

The references span the model space, \(Q\) projects off it, and each reference carries its own cluster operator \(T_m\). Mukherjee's variant of state-specific multireference coupled-cluster theory obtains its working equations from this rearrangement, treated here in a finite determinant basis with the amplitude equations imposed on the whole range of \(Q\).

## Statement

`mukherjee_resolution` is the identity above. Call \(T_m\) external if its rows in \(S\) vanish, so that it never produces a reference, and define the residual
\[
R_m=Q\Big[c_m\bar H_m e_m+\sum_{l\in S}K_{ml}c_l\,e^{-T_m}e^{T_l}e_m\Big].
\]
For external nilpotent \(T_m\) and complex \(E\):

- `psi_model`: \(\psi_k=c_k\) for \(k\in S\).
- `mukherjee_sufficiency`: if \(\sum_l K_{ml}c_l=Ec_m\) and \(R_m=0\) for all \(m\in S\), then \(H\psi=E\psi\).
- `energy_equation_of_eigen`: if \(H\psi=E\psi\), then \(\sum_l K_{kl}c_l=Ec_k\) for \(k\in S\).

The amplitude equations \(R_m=0\) appear only as part of a sufficient condition, together with the energy equation.

## Derivation

Since \(e^{T_m}e^{-T_m}=1\), we have \(He^{T_m}=e^{T_m}\bar H_m\). Insert \(1=Q+\sum_{k\in S}|e_k\rangle\langle e_k|\) after \(e^{T_m}\):
\[
H\,c_m e^{T_m}e_m=c_m e^{T_m}Q\bar H_m e_m+\sum_{k\in S}K_{km}c_m\,e^{T_m}e_k .
\]
Sum over \(m\). In the double sum rename \(m\to l\), \(k\to m\) and interchange the summations; the term becomes \(K_{ml}c_l\,e^{T_l}e_m\). The labels are easy to misplace: the exponential carries \(l\) while the determinant carries \(m\), and \(K_{ml}\) uses the transformed Hamiltonian of its column index.

If row \(k\) of \(T\) vanishes, so does row \(k\) of \(T^{i+1}=T\,T^i\), hence \((e^{T}v)_k=v_k\) for every vector \(v\). For external operators this gives \(\psi_k=\sum_m c_m\delta_{km}=c_k\).

For sufficiency write the \(m\)-th bracket as \(e^{T_m}v_m\) with
\[
v_m=c_mQ\bar H_m e_m+\sum_l K_{ml}c_l\,e^{-T_m}e^{T_l}e_m .
\]
For \(k\in S\) the first term has no component and both exponentials act trivially, so \((v_m)_k=\delta_{km}\sum_l K_{ml}c_l=Ec_m\delta_{km}\). For \(k\notin S\), \((v_m)_k=(R_m)_k=0\). Thus \(v_m=Ec_me_m\) and \(H\psi=\sum_m Ec_m e^{T_m}e_m=E\psi\).

For `energy_equation_of_eigen`, component \(k\in S\) of the resolution is \(\sum_m\delta_{km}\sum_l K_{ml}c_l=\sum_l K_{kl}c_l\), and component \(k\) of \(E\psi\) is \(Ec_k\).

With a single reference \(S=\{m\}\), \(Qe_m=0\) reduces the residual to \(c_mQ\bar H_me_m\), and the energy equation to \(\langle e_m,\bar H_me_m\rangle c_m=Ec_m\). For \(c_m\neq0\) these are the single-reference equations.

## What the formal version assumes

The type `n` labels determinants, states are vectors `n → ℂ`, and `ket m` is \(e_m\). The bra is `star (ket m) ⬝ᵥ`, the standard inner product of an orthonormal basis, antilinear on the left. `Q`, `Hbar`, `K`, `psi` and `ampResidual` are \(Q\), \(\bar H\), \(K\), \(\psi\) and \(R_m\). The families `T` and `c` are indexed by all of `n`, but only labels in `S` enter.

There are no creation operators: nilpotency (`hT`) and externality (`hext`, the property expected of a complete model space) are assumed of the matrices and not derived from an excitation structure. \(H\) need not be Hermitian. Nothing forces \(c\) to be nonzero on \(S\). If all \(c_m\) vanish, then \(\psi=0\) and \(H\psi=E\psi\) says nothing about \(E\). If some \(c_k\neq0\) with \(k\in S\), then \(\psi\neq0\) by `psi_model`, and \(H\psi=E\psi\) makes \(E\) an eigenvalue. A truncated calculation that projects \(R_m\) on low excitations alone need not meet `hamp`.

Here `exp` is the terminating series, which Mathlib sets to zero for a non-nilpotent matrix. The one-reference case above, the two-determinant counterexample below and the following variants are side remarks with no theorem in the file. Modelled with the convergent matrix exponential, the resolution would need no nilpotency. It uses only invertibility, so the same three steps work for any invertible \(W_m\) in place of \(e^{T_m}\), with \(\bar H_m=W_m^{-1}HW_m\).

Without externality sufficiency fails. Take two determinants, both references, so \(Q=0\) and \(R_m=0\). Let \(H\) exchange \(e_0\) and \(e_1\), \(T_0=|e_1\rangle\langle e_0|\), \(T_1=0\). Then \(\bar H_0e_0=\bar H_1e_1=e_0\), so \(K_{00}=K_{01}=1\), \(K_{10}=K_{11}=0\), and \(c=(1,-1)\) satisfies the energy equation with \(E=0\). But \(\psi=e_0\) and \(H\psi=e_1\neq0\).

In Lean 4 with Mathlib:

```lean
import Mathlib

open Matrix
open IsNilpotent (exp)

namespace MukherjeeResolution

noncomputable section

variable {n : Type*} [Fintype n] [DecidableEq n]

/-- The basis determinant `e_m`. -/
def ket (m : n) : n → ℂ := Pi.single m 1

/-- The projector `Q = 1 - ∑_{m ∈ S} E_mm` off the model space spanned by the references `S`. -/
def Q (S : Finset n) : Matrix n n ℂ := 1 - ∑ m ∈ S, Matrix.single m m 1

/-- The similarity-transformed Hamiltonian `exp(-T) H exp(T)`. -/
def Hbar (H T : Matrix n n ℂ) : Matrix n n ℂ := exp (-T) * H * exp T

/-- The effective Hamiltonian `K_ml = ⟨e_m, Hbar_l e_l⟩`. -/
def K (H : Matrix n n ℂ) (T : n → Matrix n n ℂ) (m l : n) : ℂ :=
  star (ket m) ⬝ᵥ (Hbar H (T l) *ᵥ ket l)

/-- The multireference wave function `ψ = ∑_{m ∈ S} c_m exp(T_m) e_m`. -/
def psi (S : Finset n) (T : n → Matrix n n ℂ) (c : n → ℂ) : n → ℂ :=
  ∑ m ∈ S, c m • (exp (T m) *ᵥ ket m)

/-- A cluster operator is external if its rows belonging to the model space vanish. -/
def External (S : Finset n) (T : Matrix n n ℂ) : Prop := ∀ k ∈ S, ∀ j, T k j = 0

/-- The amplitude residual of reference `m`:
`Q [c_m Hbar_m e_m + ∑_l K_ml c_l exp(-T_m) exp(T_l) e_m]`. -/
def ampResidual (S : Finset n) (H : Matrix n n ℂ) (T : n → Matrix n n ℂ) (c : n → ℂ) (m : n) :
    n → ℂ :=
  Q S *ᵥ (c m • (Hbar H (T m) *ᵥ ket m)
    + ∑ l ∈ S, (K H T m l * c l) • (exp (-T m) *ᵥ (exp (T l) *ᵥ ket m)))

/-- The overlap `⟨e_m, v⟩` is the component `v_m`. -/
theorem bra_apply (m : n) (v : n → ℂ) : star (ket m) ⬝ᵥ v = v m := by
  have h : star (ket m) = ket m := by
    ext j
    by_cases h : j = m <;> simp [ket, h]
  rw [h, ket, single_dotProduct, one_mul]

/-- `Q` removes the model-space components of a vector and keeps the others. -/
theorem Q_apply (S : Finset n) (v : n → ℂ) (k : n) :
    (Q S *ᵥ v) k = if k ∈ S then 0 else v k := by
  have h : (∑ m ∈ S, Matrix.single m m (1 : ℂ))
      = diagonal fun i => if i ∈ S then 1 else 0 := by
    ext i j
    by_cases hij : i = j
    · subst hij
      simp [Matrix.sum_apply, Matrix.single]
    · rw [diagonal_apply_ne _ hij, Matrix.sum_apply]
      refine Finset.sum_eq_zero fun m _ => ?_
      have hm : ¬(m = i ∧ m = j) := fun h => hij (h.1.symm.trans h.2)
      simp only [Matrix.single, of_apply, if_neg hm]
  rw [Q, h, sub_mulVec, one_mulVec, Pi.sub_apply, mulVec_diagonal]
  by_cases hk : k ∈ S <;> simp [hk]

/-- Resolution of the identity: `Q v + ∑_{k ∈ S} ⟨e_k, v⟩ e_k = v`. -/
theorem resolution_of_identity (S : Finset n) (v : n → ℂ) :
    Q S *ᵥ v + ∑ k ∈ S, (star (ket k) ⬝ᵥ v) • ket k = v := by
  ext i
  rw [Pi.add_apply, Q_apply, Finset.sum_apply]
  simp only [bra_apply]
  by_cases hi : i ∈ S <;> simp [ket, Pi.single_apply, hi]

/-- Mukherjee resolution: for nilpotent cluster operators,
`H ψ = ∑_m [c_m exp(T_m) Q Hbar_m e_m + ∑_l K_ml c_l exp(T_l) e_m]`. -/
theorem mukherjee_resolution (S : Finset n) (H : Matrix n n ℂ) (T : n → Matrix n n ℂ)
    (c : n → ℂ) (hT : ∀ m ∈ S, IsNilpotent (T m)) :
    H *ᵥ psi S T c = ∑ m ∈ S, (c m • (exp (T m) *ᵥ (Q S *ᵥ (Hbar H (T m) *ᵥ ket m)))
      + ∑ l ∈ S, (K H T m l * c l) • (exp (T l) *ᵥ ket m)) := by
  have key : ∀ m ∈ S, H *ᵥ (c m • (exp (T m) *ᵥ ket m))
      = c m • (exp (T m) *ᵥ (Q S *ᵥ (Hbar H (T m) *ᵥ ket m)))
        + ∑ k ∈ S, (K H T k m * c m) • (exp (T m) *ᵥ ket k) := by
    intro m hm
    have h0 : exp (T m) * exp (-T m) = 1 := IsNilpotent.exp_mul_exp_neg_self (hT m hm)
    -- H exp(T) = exp(T) Hbar
    have h1 : H * exp (T m) = exp (T m) * Hbar H (T m) := by
      rw [Hbar, ← Matrix.mul_assoc, ← Matrix.mul_assoc, h0, Matrix.one_mul]
    have h2 := resolution_of_identity S (Hbar H (T m) *ᵥ ket m)
    rw [mulVec_smul, mulVec_mulVec, h1, ← mulVec_mulVec]
    -- insert 1 = Q + P after exp(T_m)
    conv_lhs => rw [← h2]
    rw [mulVec_add, Matrix.mulVec_sum, smul_add, Finset.smul_sum]
    congr 1
    refine Finset.sum_congr rfl fun k _ => ?_
    rw [mulVec_smul, smul_smul, mul_comm (c m)]
    rfl
  rw [psi, Matrix.mulVec_sum, Finset.sum_congr rfl key, Finset.sum_add_distrib,
    Finset.sum_add_distrib]
  -- interchange the two reference labels
  exact congrArg _ Finset.sum_comm

/-- If row `k` of a nilpotent `T` vanishes, `exp(T)` leaves component `k` of a vector unchanged. -/
theorem exp_mulVec_apply {T : Matrix n n ℂ} {k : n} (hT : IsNilpotent T) (h : ∀ j, T k j = 0)
    (v : n → ℂ) : (exp T *ᵥ v) k = v k := by
  obtain ⟨N, hN⟩ := hT
  have hN' : T ^ (N + 1) = 0 := by rw [pow_succ, hN, zero_mul]
  have hrow : ∀ i j, (T ^ (i + 1)) k j = 0 := by
    intro i j
    rw [pow_succ', Matrix.mul_apply]
    simp [h]
  have hE : ∀ j, exp T k j = (1 : Matrix n n ℂ) k j := by
    intro j
    rw [IsNilpotent.exp_eq_sum hN', Finset.sum_range_succ']
    simp [Matrix.sum_apply, hrow]
  simp [Matrix.mulVec, dotProduct, hE, Matrix.one_apply]

/-- With external nilpotent cluster operators the model-space components of `ψ` are the `c_k`. -/
theorem psi_model {S : Finset n} {T : n → Matrix n n ℂ} (c : n → ℂ)
    (hT : ∀ m ∈ S, IsNilpotent (T m)) (hext : ∀ m ∈ S, External S (T m)) {k : n} (hk : k ∈ S) :
    psi S T c k = c k := by
  have hs : ∀ m ∈ S, (c m • (exp (T m) *ᵥ ket m)) k = c m * ket m k := by
    intro m hm
    rw [Pi.smul_apply, exp_mulVec_apply (hT m hm) (hext m hm k hk), smul_eq_mul]
  rw [psi, Finset.sum_apply, Finset.sum_congr rfl hs]
  simp [ket, Pi.single_apply, hk]

/-- With external nilpotent cluster operators, `K c = E c` on the model space and vanishing
amplitude residuals for all references imply `H ψ = E ψ`. -/
theorem mukherjee_sufficiency {S : Finset n} {H : Matrix n n ℂ} {T : n → Matrix n n ℂ}
    {c : n → ℂ} {E : ℂ} (hT : ∀ m ∈ S, IsNilpotent (T m)) (hext : ∀ m ∈ S, External S (T m))
    (hK : ∀ m ∈ S, ∑ l ∈ S, K H T m l * c l = E * c m)
    (hamp : ∀ m ∈ S, ampResidual S H T c m = 0) :
    H *ᵥ psi S T c = E • psi S T c := by
  rw [mukherjee_resolution S H T c hT, psi, Finset.smul_sum]
  refine Finset.sum_congr rfl fun m hm => ?_
  -- the term of reference m, multiplied by exp(-T_m), is E c_m e_m
  have hv : c m • (Q S *ᵥ (Hbar H (T m) *ᵥ ket m))
      + ∑ l ∈ S, (K H T m l * c l) • (exp (-T m) *ᵥ (exp (T l) *ᵥ ket m))
      = (E * c m) • ket m := by
    ext k
    by_cases hk : k ∈ S
    · have hneg : ∀ j, (-T m) k j = 0 := fun j => by simp [hext m hm k hk j]
      have hs : ∀ l ∈ S, ((K H T m l * c l) • (exp (-T m) *ᵥ (exp (T l) *ᵥ ket m))) k
          = K H T m l * c l * ket m k := by
        intro l hl
        rw [Pi.smul_apply, exp_mulVec_apply (hT m hm).neg hneg,
          exp_mulVec_apply (hT l hl) (hext l hl k hk), smul_eq_mul]
      rw [Pi.add_apply, Finset.sum_apply, Finset.sum_congr rfl hs, ← Finset.sum_mul, hK m hm,
        Pi.smul_apply, Q_apply, if_pos hk, smul_zero, zero_add]
      rfl
    · have hk0 := congrFun (hamp m hm) k
      rw [ampResidual, Q_apply, if_neg hk] at hk0
      have hne : k ≠ m := fun h => hk (h ▸ hm)
      have hr : ((E * c m) • ket m) k = 0 := by simp [ket, hne]
      rw [hr, Pi.add_apply, Pi.smul_apply, Q_apply, if_neg hk]
      exact hk0
  have h0 : exp (T m) * exp (-T m) = 1 := IsNilpotent.exp_mul_exp_neg_self (hT m hm)
  have hc : ∀ v, exp (T m) *ᵥ (exp (-T m) *ᵥ v) = v := fun v => by
    rw [mulVec_mulVec, h0, one_mulVec]
  have h := congrArg (fun v => exp (T m) *ᵥ v) hv
  simp only [mulVec_add, mulVec_smul, Matrix.mulVec_sum, hc] at h
  rw [h, smul_smul]

/-- With external nilpotent cluster operators, `H ψ = E ψ` implies `K c = E c` on the model
space. -/
theorem energy_equation_of_eigen {S : Finset n} {H : Matrix n n ℂ} {T : n → Matrix n n ℂ}
    {c : n → ℂ} {E : ℂ} (hT : ∀ m ∈ S, IsNilpotent (T m)) (hext : ∀ m ∈ S, External S (T m))
    (heig : H *ᵥ psi S T c = E • psi S T c) {k : n} (hk : k ∈ S) :
    ∑ l ∈ S, K H T k l * c l = E * c k := by
  have hs : ∀ m ∈ S, (c m • (exp (T m) *ᵥ (Q S *ᵥ (Hbar H (T m) *ᵥ ket m)))
      + ∑ l ∈ S, (K H T m l * c l) • (exp (T l) *ᵥ ket m)) k
      = (∑ l ∈ S, K H T m l * c l) * ket m k := by
    intro m hm
    rw [Pi.add_apply, Pi.smul_apply, exp_mulVec_apply (hT m hm) (hext m hm k hk), Q_apply,
      if_pos hk, smul_zero, zero_add, Finset.sum_apply, Finset.sum_mul]
    refine Finset.sum_congr rfl fun l hl => ?_
    rw [Pi.smul_apply, exp_mulVec_apply (hT l hl) (hext l hl k hk), smul_eq_mul]
  have h := congrFun heig k
  rw [mukherjee_resolution S H T c hT, Finset.sum_apply, Finset.sum_congr rfl hs, Pi.smul_apply,
    psi_model c hT hext hk, smul_eq_mul] at h
  rw [← h]
  simp [ket, Pi.single_apply, hk]

/-- A three-determinant model Hamiltonian. -/
def H₀ : Matrix (Fin 3) (Fin 3) ℂ := !![3, 1, -1; 1, 6, -2; -1, -2, 2]

/-- Cluster operators exciting `e_0` to `e_2` with amplitude 1 and `e_1` to `e_2` with
amplitude 2. -/
def T₀ (m : Fin 3) : Matrix (Fin 3) (Fin 3) ℂ :=
  !![0, 0, 0; 0, 0, 0; if m = 0 then 1 else 0, if m = 1 then 2 else 0, 0]

/-- With references `e_0, e_1`, `c_m = 1` and `E = 1`, the Hermitian `H₀` and the external
nilpotent `T₀` satisfy the energy and amplitude equations, and `ψ = (1, 1, 3)`. -/
theorem mukherjee_witness :
    H₀.IsHermitian ∧ (∀ m, IsNilpotent (T₀ m)) ∧ (∀ m, External {0, 1} (T₀ m)) ∧
    (∀ m ∈ ({0, 1} : Finset (Fin 3)), ∑ l ∈ ({0, 1} : Finset (Fin 3)), K H₀ T₀ m l * 1 = 1 * 1) ∧
    (∀ m ∈ ({0, 1} : Finset (Fin 3)), ampResidual {0, 1} H₀ T₀ (fun _ => 1) m = 0) ∧
    psi {0, 1} T₀ (fun _ => 1) = ![1, 1, 3] := by
  have h01 : (0 : Fin 3) ≠ 1 := by decide
  have hsq : ∀ m, T₀ m ^ 2 = 0 := by
    intro m
    ext i j
    fin_cases i <;> fin_cases j <;> simp [T₀, pow_two, Matrix.mul_apply, Fin.sum_univ_three]
  have hp : ∀ m, exp (T₀ m) = 1 + T₀ m := fun m => by
    rw [IsNilpotent.exp_eq_sum (hsq m)]
    simp [Finset.sum_range_succ]
  have hn : ∀ m, exp (-T₀ m) = 1 - T₀ m := fun m => by
    have h : (-T₀ m) ^ 2 = 0 := by rw [neg_sq, hsq]
    rw [IsNilpotent.exp_eq_sum h]
    simp [Finset.sum_range_succ, sub_eq_add_neg]
  have hK : K H₀ T₀ 0 0 = 2 ∧ K H₀ T₀ 0 1 = -1 ∧ K H₀ T₀ 1 0 = -1 ∧ K H₀ T₀ 1 1 = 2 := by
    refine ⟨?_, ?_, ?_, ?_⟩ <;> rw [K, bra_apply, Hbar, hp, hn] <;>
      simp [mulVec, dotProduct, Matrix.mul_apply, Fin.sum_univ_three, Matrix.one_apply, ket,
        Pi.single_apply, T₀, H₀] <;> norm_num
  obtain ⟨k00, k01, k10, k11⟩ := hK
  refine ⟨?_, fun m => ⟨2, hsq m⟩, ?_, ?_, ?_, ?_⟩
  · ext i j
    fin_cases i <;> fin_cases j <;> simp [H₀, conjTranspose_apply]
  · intro m k hk j
    simp only [Finset.mem_insert, Finset.mem_singleton] at hk
    rcases hk with rfl | rfl <;> fin_cases j <;> simp [T₀]
  · intro m hm
    simp only [Finset.mem_insert, Finset.mem_singleton] at hm
    rcases hm with rfl | rfl <;> rw [Finset.sum_pair h01] <;>
      simp only [k00, k01, k10, k11] <;> norm_num
  · intro m hm
    simp only [Finset.mem_insert, Finset.mem_singleton] at hm
    rcases hm with rfl | rfl <;> ext k <;> rw [ampResidual, Q_apply, Finset.sum_pair h01] <;>
      simp only [k00, k01, k10, k11, Hbar, hp, hn] <;> fin_cases k <;>
      simp [mulVec, dotProduct, Matrix.mul_apply, Fin.sum_univ_three, Matrix.one_apply, ket,
        T₀, H₀] <;> norm_num
  · rw [psi, Finset.sum_pair h01, hp, hp]
    ext k
    fin_cases k <;>
      simp [ket, T₀] <;> norm_num

end

end MukherjeeResolution
```

```lean
#print axioms MukherjeeResolution.mukherjee_resolution
#print axioms MukherjeeResolution.mukherjee_sufficiency
#print axioms MukherjeeResolution.energy_equation_of_eigen
```

```
'MukherjeeResolution.mukherjee_resolution' depends on axioms: [propext, Classical.choice, Quot.sound]
'MukherjeeResolution.mukherjee_sufficiency' depends on axioms: [propext, Classical.choice, Quot.sound]
'MukherjeeResolution.energy_equation_of_eigen' depends on axioms: [propext, Classical.choice, Quot.sound]
```

## Notes on the proof

`bra_apply` identifies \(\langle e_m,v\rangle\) with \(v_m\). `Q_apply` rewrites the sum of `Matrix.single m m 1` as a diagonal indicator matrix and reads off the components of \(Qv\). The two combine into `resolution_of_identity`.

In `mukherjee_resolution`, `key` is the formula of the derivation for one term \(H\,c_me^{T_m}e_m\) of the sum: `h1` is \(He^{T_m}=e^{T_m}\bar H_m\), and `conv_lhs => rw [← h2]` inserts the identity on the left side only. `Finset.sum_comm` performs the interchange of labels.

`exp_mulVec_apply` passes from \(T^N=0\) to \(T^{N+1}=0\), so that the series has a zeroth term to split off; `hrow` removes the rest. In `mukherjee_sufficiency`, `hv` is \(v_m=Ec_me_m\), proved by the cases \(k\in S\) and \(k\notin S\), and `hc` cancels \(e^{T_m}e^{-T_m}\). In `energy_equation_of_eigen`, `hs` evaluates component \(k\) of each bracket and `psi_model` supplies the right side.

`mukherjee_witness` uses three determinants, references \(e_0,e_1\), \(T_0=|e_2\rangle\langle e_0|\) and \(T_1=2|e_2\rangle\langle e_1|\). Both square to zero, so \(e^{\pm T}=1\pm T\). It finds \(K_{00}=K_{11}=2\), \(K_{01}=K_{10}=-1\), verifies both sets of equations for \(c_0=c_1=1\), \(E=1\), and obtains \(\psi=(1,1,3)\). The normalised state is \((1,1,3)/\sqrt{11}\), with weight \(2/11\) in the model space.
